# The Gaussian part of the target cancels from the preconditioned Crank-Nicolson Hastings ratio

Take one real coordinate and the target weight exp(−x²/2 − F(x)), where F is any real function. Fix b with 0 < b ≤ 1, set r = √(1 − b²), and propose

y = r x + b ξ,

where ξ is a standard normal variable. Up to a constant factor, the target weight at x times the density for proposing y is exp(−J/2 − F(x)), with

J = x² + (y − r x)²/b² = (x² − 2 r x y + y²)/b².

The second equality uses r² + b² = 1. The result is unchanged when x and y are exchanged, so the forward and reverse moves differ only through F. The Hastings ratio, which is the reverse product of weight and proposal density divided by the forward one, is therefore exp(F(x) − F(y)).

## The cancellation for a general quadratic form

Let A be a real symmetric positive definite N × N matrix, and write E(x) = ⟨x, A x⟩. The target weight is π(x) = exp(−E(x)/2 − F(x)). The proposal is Gaussian in y with mean r x and precision matrix A/b²:

q(x,y) = exp(−E(y − r x)/(2b²))/Z, Z = ∫ exp(−E(z)/(2b²)) dz.

Define the joint form J(x,y) = E(x) + E(y − r x)/b². Since A is symmetric, ⟨x, A y⟩ = ⟨y, A x⟩, and so

E(y − r x) = E(y) − 2r ⟨y, A x⟩ + r² E(x).

Multiplying J by b² and using r² + b² = 1 gives

b² J(x,y) = E(x) + E(y) − 2r ⟨y, A x⟩,

which is symmetric in x and y.

For N ≥ 1 the condition on r is also necessary. Compare a nonzero state v with the origin:

J(v,0) = E(v)(1 + r²/b²), J(0,v) = E(v)/b².

If these agree, dividing by E(v) > 0 and multiplying by b² yields b² + r² = 1.

The constant Z must be finite and positive. Let ‖z‖ be the largest |zᵢ|. For N ≥ 1 the set ‖z‖ = 1 is compact, so E attains a minimum m > 0 there, and scaling gives E(z) ≥ m‖z‖². Since Σᵢ zᵢ² ≤ N‖z‖²,

E(z) ≥ c Σᵢ zᵢ², c = m/N.

The integrand of Z thus lies below a product of one-dimensional Gaussians. For N = 0 the space is a single point and the bound is trivial.

Now π(x) q(x,y) = exp(−J(x,y)/2 − F(x))/Z, and therefore

π(y) q(y,x) / (π(x) q(x,y)) = exp(F(x) − F(y)).

Accepting with probability min(1, exp(F(x) − F(y))) turns the flow from x to y into

exp(−J(x,y)/2 − max(F(x), F(y)))/Z,

which is again symmetric. This is detailed balance.

In path-integral Monte Carlo with finitely many time slices and a positive definite quadratic action, such as the kinetic action of a path with fixed end points, written in displacements from the straight path between them, A can carry that action and F the remaining potential terms, so that only the latter enter the acceptance test. The kinetic action of a closed path that is free to move as a whole is unchanged by a common shift of all slices, so it is only positive semidefinite and cannot serve as A by itself.

## States, weights and densities in Lean

A state is a function `n → ℝ` on a finite index type `n`, whose number of elements is N.

```lean
import Mathlib

open MeasureTheory Matrix

namespace PreconditionedCrankNicolson

noncomputable section

variable {n : Type*} [Fintype n]
```

The function E is `energy`.

```lean
/-- The quadratic form `⟨x, A x⟩`. -/
def energy (A : Matrix n n ℝ) (x : n → ℝ) : ℝ := x ⬝ᵥ A *ᵥ x
```

In `jointForm` the number r is a free parameter, which allows the condition r² + b² = 1 to be studied separately.

```lean
/-- The form `⟨x, A x⟩ + ⟨y - r x, A (y - r x)⟩ / b²` of a current state `x` and a proposed
state `y`. -/
def jointForm (A : Matrix n n ℝ) (b r : ℝ) (x y : n → ℝ) : ℝ :=
  energy A x + energy A (y - r • x) / b ^ 2
```

The constant Z is defined as an actual integral over the state space, not by a determinant formula.

```lean
/-- The Gaussian integral that normalises the proposal noise. -/
def gaussianNorm (A : Matrix n n ℝ) (b : ℝ) : ℝ :=
  ∫ z : n → ℝ, Real.exp (-energy A z / (2 * b ^ 2))
```

The proposal fixes r to `√(1 - b ^ 2)`. Its first state argument is the current state and its second the proposed one.

```lean
/-- The preconditioned Crank-Nicolson proposal density for a move from `x` to `y`: a Gaussian
in `y` with mean `√(1 - b²) x` and precision matrix `A / b²`. -/
def proposal (A : Matrix n n ℝ) (b : ℝ) (x y : n → ℝ) : ℝ :=
  Real.exp (-energy A (y - √(1 - b ^ 2) • x) / (2 * b ^ 2)) / gaussianNorm A b
```

The target is left unnormalised, since its normalisation would cancel from the ratio. No condition is placed on `F`.

```lean
/-- The unnormalised target weight `exp (-⟨x, A x⟩ / 2 - F x)`. -/
def target (A : Matrix n n ℝ) (F : (n → ℝ) → ℝ) (x : n → ℝ) : ℝ :=
  Real.exp (-energy A x / 2 - F x)
```

The ratio and the acceptance probability are defined for an arbitrary weight `p` and proposal density `q`, so the cancellation is not built into them.

```lean
/-- The Hastings ratio of a weight `p` and a proposal density `q` for a move from `x` to `y`. -/
def hastingsRatio (p : (n → ℝ) → ℝ) (q : (n → ℝ) → (n → ℝ) → ℝ) (x y : n → ℝ) : ℝ :=
  p y * q y x / (p x * q x y)

/-- The Metropolis-Hastings acceptance probability. -/
def acceptance (p : (n → ℝ) → ℝ) (q : (n → ℝ) → (n → ℝ) → ℝ) (x y : n → ℝ) : ℝ :=
  min 1 (hastingsRatio p q x y)
```

## Symmetry of the joint form

The hypothesis `hS : A.IsSymm` says that A equals its transpose. It lets the matrix move from one side of the product to the other.

```lean
variable {A : Matrix n n ℝ} {b r : ℝ}

/-- A symmetric matrix gives a symmetric bilinear form. -/
theorem bilin_comm (hS : A.IsSymm) (x y : n → ℝ) : x ⬝ᵥ A *ᵥ y = y ⬝ᵥ A *ᵥ x := by
  rw [Matrix.dotProduct_mulVec, ← Matrix.mulVec_transpose, hS.eq, dotProduct_comm]
```

Expanding E(y − r x) produces two cross terms, which `bilin_comm` merges into one.

```lean
/-- Expansion of the quadratic form at the displacement `y - r x`. -/
theorem energy_sub_smul (hS : A.IsSymm) (r : ℝ) (x y : n → ℝ) :
    energy A (y - r • x) = energy A y - 2 * r * (y ⬝ᵥ A *ᵥ x) + r ^ 2 * energy A x := by
  simp only [energy, Matrix.mulVec_sub, Matrix.mulVec_smul, sub_dotProduct, dotProduct_sub,
    smul_dotProduct, dotProduct_smul, smul_eq_mul]
  linear_combination (-r) * bilin_comm hS x y
```

The proof of symmetry compares the two displacements directly. Its intermediate identity `key` reads

E(y − r x) = E(x − r y) + b² (E(y) − E(x)).

Dividing by b² and adding E(x) turns the left side into J(x,y) and the right side into J(y,x).

```lean
/-- If `b ≠ 0` and `r² + b² = 1`, the joint form is symmetric under exchange of the current and the
proposed state. -/
theorem jointForm_comm (hS : A.IsSymm) (hb : b ≠ 0) (hr : r ^ 2 + b ^ 2 = 1) (x y : n → ℝ) :
    jointForm A b r x y = jointForm A b r y x := by
  have key : energy A (y - r • x)
      = energy A (x - r • y) + b ^ 2 * (energy A y - energy A x) := by
    rw [energy_sub_smul hS, energy_sub_smul hS]
    linear_combination (energy A x - energy A y) * hr + 2 * r * bilin_comm hS x y
  unfold jointForm
  rw [key, add_div, mul_div_cancel_left₀ _ (pow_ne_zero 2 hb)]
  ring
```

Positive definiteness appears as `hP`: every nonzero state has positive energy. The converse direction evaluates the assumed symmetry at `v` and `0`, as in the derivation above. The assumption `[Nonempty n]` supplies the nonzero `v`.

```lean
/-- For `b ≠ 0` and a symmetric positive definite matrix in nonzero dimension, the joint form is
symmetric exactly when `r² + b² = 1`. -/
theorem jointForm_comm_iff [Nonempty n] (hS : A.IsSymm) (hP : ∀ x, x ≠ 0 → 0 < energy A x)
    (hb : b ≠ 0) :
    (∀ x y, jointForm A b r x y = jointForm A b r y x) ↔ r ^ 2 + b ^ 2 = 1 := by
  refine ⟨fun h => ?_, fun hr => jointForm_comm hS hb hr⟩
  -- compare a nonzero state with the origin
  obtain ⟨v, hv⟩ := exists_ne (0 : n → ℝ)
  have hb2 : b ^ 2 ≠ 0 := pow_ne_zero 2 hb
  have e0 : energy A 0 = 0 := by simp [energy]
  have h0 := h v 0
  simp only [jointForm, energy_sub_smul hS, e0, zero_dotProduct, Matrix.mulVec_zero,
    dotProduct_zero, mul_zero, sub_zero, zero_add, add_zero] at h0
  have h1 : (energy A v + r ^ 2 * energy A v / b ^ 2) * b ^ 2
      = energy A v / b ^ 2 * b ^ 2 := by rw [h0]
  rw [add_mul, div_mul_cancel₀ _ hb2, div_mul_cancel₀ _ hb2] at h1
  exact mul_left_cancel₀ (hP v hv).ne' (by linear_combination h1)
```

## A finite, positive normalisation

Continuity of the energy is used for the minimum on a compact set and for measurability of the Gaussian.

```lean
theorem continuous_energy (A : Matrix n n ℝ) : Continuous (energy A) := by
  change Continuous fun z : n → ℝ => z ⬝ᵥ A *ᵥ z
  simp only [dotProduct, Matrix.mulVec]
  fun_prop
```

The norm on `n → ℝ` in Mathlib is the largest absolute coordinate, so the sphere in the next proof is the surface of a cube. The steps `h1` and `h2` carry the minimum `energy A u` to a general `z` by scaling, and `h3` compares the sum of squares with N‖z‖².

```lean
/-- A positive definite quadratic form is bounded below by a positive multiple of the squared
Euclidean length. -/
theorem energy_coercive (hP : ∀ x, x ≠ 0 → 0 < energy A x) :
    ∃ c : ℝ, 0 < c ∧ ∀ z : n → ℝ, c * ∑ i, z i ^ 2 ≤ energy A z := by
  rcases isEmpty_or_nonempty n with hn | hn
  · exact ⟨1, one_pos, fun z => by simp [energy, dotProduct]⟩
  -- the form attains a positive minimum on the unit sphere
  obtain ⟨u, hu, hmin⟩ := (isCompact_sphere (0 : n → ℝ) 1).exists_isMinOn
    (NormedSpace.sphere_nonempty.2 zero_le_one) (continuous_energy A).continuousOn
  have hm : 0 < energy A u := hP u (by rintro rfl; simp at hu)
  have hN : (0 : ℝ) < Fintype.card n := by exact_mod_cast Fintype.card_pos
  refine ⟨energy A u / Fintype.card n, div_pos hm hN, fun z => ?_⟩
  by_cases hz : z = 0
  · subst hz; simp [energy]
  have hz' : 0 < ‖z‖ := norm_pos_iff.2 hz
  have h1 : energy A u ≤ energy A (‖z‖⁻¹ • z) :=
    isMinOn_iff.1 hmin _ (by simp [norm_smul, hz'.ne'])
  have h2 : energy A (‖z‖⁻¹ • z) = energy A z / ‖z‖ ^ 2 := by
    simp only [energy, Matrix.mulVec_smul, smul_dotProduct, dotProduct_smul, smul_eq_mul]
    ring
  rw [h2, le_div_iff₀ (pow_pos hz' 2)] at h1
  have h3 : ∑ i, z i ^ 2 ≤ Fintype.card n * ‖z‖ ^ 2 := by
    calc ∑ i, z i ^ 2 ≤ ∑ _i : n, ‖z‖ ^ 2 := Finset.sum_le_sum fun i _ => by
          have h := pow_le_pow_left₀ (norm_nonneg (z i)) (norm_le_pi_norm z i) 2
          rwa [Real.norm_eq_abs, sq_abs] at h
      _ = Fintype.card n * ‖z‖ ^ 2 := by simp
  calc energy A u / Fintype.card n * ∑ i, z i ^ 2
      ≤ energy A u / Fintype.card n * (Fintype.card n * ‖z‖ ^ 2) :=
        mul_le_mul_of_nonneg_left h3 (div_pos hm hN).le
    _ = energy A u * ‖z‖ ^ 2 := by rw [← mul_assoc, div_mul_cancel₀ _ hN.ne']
    _ ≤ energy A z := h1
```

With this bound, `hg` gives integrability of the product Gaussian and `hi` transfers it to the integrand of Z by domination. The integral of a positive integrable function over a nonzero measure is then positive. This matters because Lean assigns the value 0 to a divergent integral and to division by zero, which would make the Hastings ratio 0 instead of the claimed exponential.

```lean
/-- For `b ≠ 0`, the Gaussian normalisation integral of a positive definite matrix is positive. -/
theorem gaussianNorm_pos (hP : ∀ x, x ≠ 0 → 0 < energy A x) (hb : b ≠ 0) :
    0 < gaussianNorm A b := by
  obtain ⟨c, hc, hcz⟩ := energy_coercive hP
  have hb2 : 0 < 2 * b ^ 2 := by positivity
  -- dominate by a product of one-dimensional Gaussians
  have hg : Integrable (fun z : n → ℝ => ∏ i, Real.exp (-(c / (2 * b ^ 2)) * z i ^ 2)) :=
    Integrable.fintype_prod (f := fun _ t => Real.exp (-(c / (2 * b ^ 2)) * t ^ 2))
      (fun _ => integrable_exp_neg_mul_sq (div_pos hc hb2))
  have hcont : Continuous fun z : n → ℝ => Real.exp (-energy A z / (2 * b ^ 2)) :=
    Real.continuous_exp.comp ((continuous_energy A).neg.div_const _)
  have hi : Integrable (fun z : n → ℝ => Real.exp (-energy A z / (2 * b ^ 2))) := by
    refine hg.mono' hcont.aestronglyMeasurable (ae_of_all _ fun z => ?_)
    change ‖Real.exp (-energy A z / (2 * b ^ 2))‖
      ≤ ∏ i, Real.exp (-(c / (2 * b ^ 2)) * z i ^ 2)
    rw [Real.norm_eq_abs, Real.abs_exp, ← Real.exp_sum, ← Finset.mul_sum]
    apply Real.exp_le_exp.2
    rw [div_le_iff₀ hb2]
    have h : -(c / (2 * b ^ 2)) * (∑ i, z i ^ 2) * (2 * b ^ 2) = -(c * ∑ i, z i ^ 2) := by
      field_simp
    rw [h]
    exact neg_le_neg (hcz z)
  have : NeZero (volume : Measure (n → ℝ)) :=
    ⟨fun h => isOpen_univ.measure_ne_zero (volume : Measure (n → ℝ)) Set.univ_nonempty
      (by simp only [h, Measure.coe_zero, Pi.zero_apply])⟩
  exact integral_exp_pos hi
```

Let A be positive definite and b ≠ 0. Shifting the integration variable by r x reduces the integral of the proposal to Z/Z = 1. The function `proposal` is thus a normalised probability density in y.

```lean
/-- The proposal density integrates to one over the proposed state. -/
theorem integral_proposal (hP : ∀ x, x ≠ 0 → 0 < energy A x) (hb : b ≠ 0) (x : n → ℝ) :
    ∫ y, proposal A b x y = 1 := by
  have h : ∫ y : n → ℝ, Real.exp (-energy A (y - √(1 - b ^ 2) • x) / (2 * b ^ 2))
      = gaussianNorm A b :=
    integral_sub_right_eq_self (fun z => Real.exp (-energy A z / (2 * b ^ 2))) _
  simp only [proposal]
  rw [integral_div, h, div_self (gaussianNorm_pos hP hb).ne']
```

## The ratio and detailed balance

Multiplying the target by the proposal adds the exponents, which combine into the joint form.

```lean
/-- Target weight times proposal density, written with the joint form. -/
theorem target_mul_proposal (F : (n → ℝ) → ℝ) (x y : n → ℝ) :
    target A F x * proposal A b x y
      = Real.exp (-jointForm A b √(1 - b ^ 2) x y / 2 - F x) / gaussianNorm A b := by
  unfold target proposal jointForm
  rw [← mul_div_assoc, ← Real.exp_add]
  congr 2
  ring
```

The condition r² + b² = 1 follows from the choice of r, because 1 − b² is nonnegative for 0 < b ≤ 1.

```lean
theorem sqrt_sq_add (hb : 0 < b) (hb1 : b ≤ 1) : √(1 - b ^ 2) ^ 2 + b ^ 2 = 1 := by
  rw [Real.sq_sqrt (by nlinarith)]
  ring
```

For a symmetric positive definite A and 0 < b ≤ 1, the main theorem holds for every pair of states, every real function `F` and every finite dimension. Its proof rewrites numerator and denominator with the joint form, exchanges the arguments of one of them by `jointForm_comm`, cancels Z, and subtracts the exponents. At b = 1 the mean r x vanishes, so the proposal is independent of the current state, and the ratio is the same.

```lean
/-- The Hastings ratio of the preconditioned Crank-Nicolson proposal for the target
`exp (-⟨x, A x⟩ / 2 - F x)` is `exp (F x - F y)`. -/
theorem pcn_hastingsRatio (hS : A.IsSymm) (hP : ∀ x, x ≠ 0 → 0 < energy A x)
    (hb : 0 < b) (hb1 : b ≤ 1) (F : (n → ℝ) → ℝ) (x y : n → ℝ) :
    hastingsRatio (target A F) (proposal A b) x y = Real.exp (F x - F y) := by
  unfold hastingsRatio
  -- the symmetric joint form and the normalisation cancel
  rw [target_mul_proposal F y x, target_mul_proposal F x y,
    jointForm_comm hS hb.ne' (sqrt_sq_add hb hb1) y x,
    div_div_div_cancel_right₀ (gaussianNorm_pos hP hb.ne').ne', ← Real.exp_sub]
  congr 1
  ring
```

Detailed balance holds under the same hypotheses on A and b. The proof distinguishes which of F(x) and F(y) is larger. In each case one direction is accepted with probability 1 and the other with the exponential factor, and both flows acquire the larger value of F in the exponent.

```lean
/-- The accepted preconditioned Crank-Nicolson moves satisfy detailed balance with respect to
the target. -/
theorem pcn_detailed_balance (hS : A.IsSymm) (hP : ∀ x, x ≠ 0 → 0 < energy A x)
    (hb : 0 < b) (hb1 : b ≤ 1) (F : (n → ℝ) → ℝ) (x y : n → ℝ) :
    target A F x * proposal A b x y * acceptance (target A F) (proposal A b) x y
      = target A F y * proposal A b y x * acceptance (target A F) (proposal A b) y x := by
  unfold acceptance
  rw [pcn_hastingsRatio hS hP hb hb1 F x y, pcn_hastingsRatio hS hP hb hb1 F y x,
    target_mul_proposal F x y, target_mul_proposal F y x,
    jointForm_comm hS hb.ne' (sqrt_sq_add hb hb1) y x]
  -- one of the two directions is always accepted
  rcases le_total (F x) (F y) with h | h
  · rw [min_eq_right (Real.exp_le_one_iff.2 (sub_nonpos.2 h)),
      min_eq_left (Real.one_le_exp (sub_nonneg.2 h)), mul_one, div_mul_eq_mul_div,
      ← Real.exp_add]
    congr 2
    ring
  · rw [min_eq_left (Real.one_le_exp (sub_nonneg.2 h)),
      min_eq_right (Real.exp_le_one_iff.2 (sub_nonpos.2 h)), mul_one, div_mul_eq_mul_div,
      ← Real.exp_add]
    congr 2
    ring

end

end PreconditionedCrankNicolson
```

```lean
#print axioms PreconditionedCrankNicolson.jointForm_comm_iff
#print axioms PreconditionedCrankNicolson.integral_proposal
#print axioms PreconditionedCrankNicolson.pcn_hastingsRatio
#print axioms PreconditionedCrankNicolson.pcn_detailed_balance
```

```
'PreconditionedCrankNicolson.jointForm_comm_iff' depends on axioms: [propext, Classical.choice, Quot.sound]
'PreconditionedCrankNicolson.integral_proposal' depends on axioms: [propext, Classical.choice, Quot.sound]
'PreconditionedCrankNicolson.pcn_hastingsRatio' depends on axioms: [propext, Classical.choice, Quot.sound]
'PreconditionedCrankNicolson.pcn_detailed_balance' depends on axioms: [propext, Classical.choice, Quot.sound]
```

The balance equation is pointwise and concerns densities of accepted moves; rejected moves, which leave the state where it is, are not modelled. Because `F` is arbitrary, the target weight need not be normalisable, and a sampling application has to supply measurability of F and a finite total weight. The method is best known for its use on function spaces, where a discretisation can be refined without limit. The theorems treat each finite dimension by itself and leave open the infinite-dimensional limit, the average acceptance rate and the speed of convergence.
